# The Residual of a Two-Particle Product State and the Hartree Equations

Let $H$ be a Hermitian matrix on pairs $(i,j)$ of finite indices, let $u$ and $v$ be unit vectors for the first and second particle, and let $R$ be the energy expectation value of the product state $u\otimes v$. The residual $(H-R)(u\otimes v)$ is orthogonal to all $d\otimes v$ and all $u\otimes e$ exactly when
$$H_v u = R\,u,\qquad H_u v = R\,v .$$
Here $d$ and $e$ are arbitrary vectors for the two particles, and the mean-field matrices are $H$ averaged over the other particle's orbital:
$$(H_v)_{ii'}=\sum_{j,j'}\bar v_j H_{(i,j),(i',j')}v_{j'},\qquad (H_u)_{jj'}=\sum_{i,i'}\bar u_i H_{(i,j),(i',j')}u_{i'} .$$

These are the Hartree equations for two distinguishable particles in finite orthonormal bases. There is no antisymmetry, hence no exchange term. Each mean field contains the other particle's own energy, so the common eigenvalue is the total energy and not an orbital energy.

## From the projected residual to two eigenvalue equations

Write $\langle x|y\rangle=\sum_k\bar x_k y_k$ and $\psi=u\otimes v$. Overlaps of product states factorise:
$$\langle d\otimes e|u\otimes v\rangle=\sum_{i,j}\bar d_i\bar e_j u_i v_j=\langle d|u\rangle\langle e|v\rangle .$$
If the two states share the orbital $v$, summing over the second particle first gives
$$\langle d\otimes v|H\psi\rangle=\sum_{i,i'}\bar d_i\Big(\sum_{j,j'}\bar v_jH_{(i,j),(i',j')}v_{j'}\Big)u_{i'}=\langle d|H_vu\rangle .$$
For any number $E$, since $\langle v|v\rangle=1$,
$$\langle d\otimes v|(H-E)\psi\rangle=\langle d|H_vu\rangle-E\langle d|u\rangle=\langle d|(H_v-E)u\rangle .$$
If this vanishes for every $d$, the choice $d=(H_v-E)u$ shows that $(H_v-E)u$ has norm zero, so $H_vu=Eu$. The converse is immediate. Exchanging the particles gives $H_uv=Ev$. Setting $E=R$ gives the claim.

The value $R$ is forced. If $H_vu=au$ and $H_uv=bv$, then $a=\langle u|H_vu\rangle=\langle\psi|H\psi\rangle=\langle v|H_uv\rangle=b$, and for Hermitian $H$ this number is real and equals $R$.

The same equations express stationarity of the energy. Vary $\psi$ to $\psi+t\varphi$ with $t$ real. Hermiticity merges the two linear terms, and the energy becomes
$$\frac{R+2t\,\mathrm{Re}\langle\varphi|H\psi\rangle+t^2\langle\varphi|H\varphi\rangle}{1+2t\,\mathrm{Re}\langle\varphi|\psi\rangle+t^2\langle\varphi|\varphi\rangle}.$$
By the quotient rule its derivative at $t=0$ is $2\,\mathrm{Re}\langle\varphi|(H-R)\psi\rangle$. With $\varphi=d\otimes v$ this is $2\,\mathrm{Re}\langle d|(H_v-R)u\rangle$, and the choice $d=(H_v-R)u$ again shows that vanishing for all $d$ means $H_vu=Ru$. The second orbital is treated in the same way.

## States, mean fields and energy in Lean

The finite types `m` and `n` label the basis states of the two particles; `ι` serves for statements about a single space.

```lean
import Mathlib

open Matrix

namespace HartreeEquations

noncomputable section

variable {ι m n : Type*} [Fintype ι] [Fintype m] [Fintype n]
```

A product state is a function on pairs.

```lean
/-- The product state with amplitudes `u i * v j`. -/
def orbitalProduct (u : m → ℂ) (v : n → ℂ) : m × n → ℂ := fun p => u p.1 * v p.2
```

The two contractions are $H_v$ and $H_u$, with the conjugate on the left index.

```lean
/-- The mean-field Hamiltonian of the first particle: `H` averaged over the orbital `v`
of the second. -/
def meanFieldLeft (H : Matrix (m × n) (m × n) ℂ) (v : n → ℂ) : Matrix m m ℂ :=
  Matrix.of fun i i' => ∑ j, ∑ j', star (v j) * H (i, j) (i', j') * v j'

/-- The mean-field Hamiltonian of the second particle: `H` averaged over the orbital `u`
of the first. -/
def meanFieldRight (H : Matrix (m × n) (m × n) ℂ) (u : m → ℂ) : Matrix n n ℂ :=
  Matrix.of fun j j' => ∑ i, ∑ i', star (u i) * H (i, j) (i', j') * u i'
```

The trial energy in the residual may be any complex number.

```lean
/-- The residual `A x - E x` of a trial state `x` with trial energy `E`. -/
def residual (A : Matrix ι ι ℂ) (E : ℂ) (x : ι → ℂ) : ι → ℂ := A *ᵥ x - E • x
```

The Rayleigh quotient is real by definition, through real parts. For a Hermitian matrix and a unit vector it is the expectation value.

```lean
/-- The real part of `star x ⬝ᵥ A *ᵥ x` divided by the squared norm of `x`; for Hermitian `A` and
nonzero `x` this is the Rayleigh quotient. -/
def rayleigh (A : Matrix ι ι ℂ) (x : ι → ℂ) : ℝ :=
  (star x ⬝ᵥ A *ᵥ x).re / (star x ⬝ᵥ x).re
```

Stationarity allows complex variations `d` and `e`, each scaled by a real parameter. The varied orbital need not stay normalised, because the quotient divides by the squared norm.

```lean
/-- The energy of the product state has zero first derivative under every variation of
the first orbital and under every variation of the second. -/
def IsStationary (H : Matrix (m × n) (m × n) ℂ) (u : m → ℂ) (v : n → ℂ) : Prop :=
  (∀ d : m → ℂ,
    HasDerivAt (fun t : ℝ => rayleigh H (orbitalProduct (u + (t : ℂ) • d) v)) 0 0) ∧
  (∀ e : n → ℂ,
    HasDerivAt (fun t : ℝ => rayleigh H (orbitalProduct u (v + (t : ℂ) • e))) 0 0)
```

## Reduction to one particle

In Lean, $\langle x|y\rangle$ is `star x ⬝ᵥ y`, and `*ᵥ` applies a matrix to a vector. The first lemma is the factorisation of overlaps.

```lean
/-- The overlap of two product states is the product of the orbital overlaps. -/
theorem overlap_product (d u : m → ℂ) (e v : n → ℂ) :
    star (orbitalProduct d e) ⬝ᵥ orbitalProduct u v = (star d ⬝ᵥ u) * (star e ⬝ᵥ v) := by
  simp only [dotProduct, orbitalProduct, Pi.star_apply, star_mul', Fintype.sum_prod_type,
    Finset.sum_mul_sum]
  refine Finset.sum_congr rfl fun i _ => Finset.sum_congr rfl fun j _ => ?_
  ring
```

The next lemma covers both contractions. After the definitions are unfolded, `Finset.sum_comm` reorders the sums and `ring` compares the summands.

```lean
/-- Matrix elements of `H` between product states that share one orbital are matrix
elements of the mean-field Hamiltonian of the other particle. -/
theorem contraction (H : Matrix (m × n) (m × n) ℂ) (u d : m → ℂ) (v e : n → ℂ) :
    star (orbitalProduct d v) ⬝ᵥ H *ᵥ orbitalProduct u v
      = star d ⬝ᵥ meanFieldLeft H v *ᵥ u ∧
    star (orbitalProduct u e) ⬝ᵥ H *ᵥ orbitalProduct u v
      = star e ⬝ᵥ meanFieldRight H u *ᵥ v := by
  constructor
  · simp only [dotProduct, Matrix.mulVec, orbitalProduct, meanFieldLeft, Matrix.of_apply,
      Pi.star_apply, star_mul', Fintype.sum_prod_type, Finset.mul_sum, Finset.sum_mul]
    refine Finset.sum_congr rfl fun i _ => Finset.sum_comm.trans ?_
    refine Finset.sum_congr rfl fun i' _ => Finset.sum_congr rfl fun j _ =>
      Finset.sum_congr rfl fun j' _ => ?_
    ring
  · simp only [dotProduct, Matrix.mulVec, orbitalProduct, meanFieldRight, Matrix.of_apply,
      Pi.star_apply, star_mul', Fintype.sum_prod_type, Finset.mul_sum, Finset.sum_mul]
    refine Finset.sum_comm.trans (Finset.sum_congr rfl fun j _ => ?_)
    refine Eq.trans ?_ Finset.sum_comm
    refine Finset.sum_congr rfl fun i _ => Finset.sum_comm.trans ?_
    refine Finset.sum_congr rfl fun j' _ => Finset.sum_congr rfl fun i' _ => ?_
    ring
```

Subtracting the energy term gives the identity for the projected residual; `hu` and `hv` remove the norms of the orbitals that are not varied.

```lean
/-- For normalised orbitals, the residual of the product state, projected on variations of one
orbital, is the residual of that orbital in its mean field. -/
theorem projected_residual (H : Matrix (m × n) (m × n) ℂ) (E : ℂ) {u : m → ℂ} {v : n → ℂ}
    (hu : star u ⬝ᵥ u = 1) (hv : star v ⬝ᵥ v = 1) (d : m → ℂ) (e : n → ℂ) :
    star (orbitalProduct d v) ⬝ᵥ residual H E (orbitalProduct u v)
      = star d ⬝ᵥ residual (meanFieldLeft H v) E u ∧
    star (orbitalProduct u e) ⬝ᵥ residual H E (orbitalProduct u v)
      = star e ⬝ᵥ residual (meanFieldRight H u) E v := by
  simp only [residual, dotProduct_sub, dotProduct_smul, overlap_product, hu, hv,
    (contraction H u d v e).1, (contraction H u d v e).2, mul_one, one_mul, and_self]
```

To conclude that a vector vanishes, the proof takes the vector itself as test vector, which turns the overlap into a sum of squared moduli. Only the real part is needed, so the lemma also serves for stationarity.

```lean
/-- A vector whose overlap with every vector has zero real part is zero. -/
theorem eq_zero_of_re_overlap (w : ι → ℂ) (h : ∀ d : ι → ℂ, (star d ⬝ᵥ w).re = 0) :
    w = 0 := by
  have h1 := h w
  have h2 : (star w ⬝ᵥ w).re = ∑ i, Complex.normSq (w i) := by
    simp only [dotProduct, Complex.re_sum, Pi.star_apply, Complex.star_def, Complex.mul_re,
      Complex.conj_re, Complex.conj_im, Complex.normSq_apply]
    refine Finset.sum_congr rfl fun i _ => ?_
    ring
  rw [h2, Finset.sum_eq_zero_iff_of_nonneg (fun i _ => Complex.normSq_nonneg _)] at h1
  funext i
  exact Complex.normSq_eq_zero.mp (h1 i (Finset.mem_univ i))
```

## The orthogonality criterion

The theorem holds for every complex `E` and needs no Hermiticity. The forward direction passes the projected residual to the preceding lemma; the backward direction substitutes the eigenvalue equations.

```lean
/-- **Hartree equations.** The residual of a product of normalised orbitals is orthogonal to all
variations of either orbital exactly when each orbital solves the eigenvalue equation of its
mean-field Hamiltonian, both with eigenvalue `E`. -/
theorem residual_orthogonal_iff_hartree (H : Matrix (m × n) (m × n) ℂ) (E : ℂ)
    {u : m → ℂ} {v : n → ℂ} (hu : star u ⬝ᵥ u = 1) (hv : star v ⬝ᵥ v = 1) :
    ((∀ d : m → ℂ, star (orbitalProduct d v) ⬝ᵥ residual H E (orbitalProduct u v) = 0) ∧
     (∀ e : n → ℂ, star (orbitalProduct u e) ⬝ᵥ residual H E (orbitalProduct u v) = 0)) ↔
    (meanFieldLeft H v *ᵥ u = E • u ∧ meanFieldRight H u *ᵥ v = E • v) := by
  constructor
  · rintro ⟨h1, h2⟩
    refine ⟨sub_eq_zero.mp (eq_zero_of_re_overlap _ fun d => ?_),
      sub_eq_zero.mp (eq_zero_of_re_overlap _ fun e => ?_)⟩
    · exact congrArg Complex.re ((projected_residual H E hu hv d v).1.symm.trans (h1 d))
    · exact congrArg Complex.re ((projected_residual H E hu hv u e).2.symm.trans (h2 e))
  · rintro ⟨h1, h2⟩
    refine ⟨fun d => ?_, fun e => ?_⟩
    · rw [(projected_residual H E hu hv d v).1, residual, h1, sub_self, dotProduct_zero]
    · rw [(projected_residual H E hu hv u e).2, residual, h2, sub_self, dotProduct_zero]
```

Orthogonality could also have been required only for $d\perp u$ and $e\perp v$, which excludes variations that merely change an orbital's norm or overall phase. The energy $E$ would then drop out of the condition, which would say that $u$ and $v$ are eigenvectors of their mean fields without naming the eigenvalue; the contraction identity would supply it.

## The common eigenvalue

Hermiticity enters through the conjugate symmetry of matrix elements.

```lean
/-- Exchanging the two states in a matrix element of a Hermitian matrix conjugates it. -/
theorem hermitian_swap {A : Matrix ι ι ℂ} (hA : A.IsHermitian) (x d : ι → ℂ) :
    star x ⬝ᵥ A *ᵥ d = star (star d ⬝ᵥ A *ᵥ x) := by
  rw [Matrix.star_dotProduct, Matrix.star_mulVec, hA.eq, ← Matrix.dotProduct_mulVec]
```

It makes the expectation value real, and the two contractions with `d = u` and `e = v` identify both eigenvalues with it.

```lean
/-- For Hermitian `H` and normalised orbitals, the eigenvalues in the two Hartree equations both
equal the Rayleigh quotient of the product state. -/
theorem hartree_eigenvalues {H : Matrix (m × n) (m × n) ℂ} (hH : H.IsHermitian)
    {u : m → ℂ} {v : n → ℂ} (hu : star u ⬝ᵥ u = 1) (hv : star v ⬝ᵥ v = 1) {a b : ℂ}
    (h1 : meanFieldLeft H v *ᵥ u = a • u) (h2 : meanFieldRight H u *ᵥ v = b • v) :
    a = rayleigh H (orbitalProduct u v) ∧ b = rayleigh H (orbitalProduct u v) := by
  have ha := (contraction H u u v v).1
  have hb := (contraction H u u v v).2
  rw [h1, dotProduct_smul, hu, smul_eq_mul, mul_one] at ha
  rw [h2, dotProduct_smul, hv, smul_eq_mul, mul_one] at hb
  have hR : ((rayleigh H (orbitalProduct u v) : ℝ) : ℂ)
      = star (orbitalProduct u v) ⬝ᵥ H *ᵥ orbitalProduct u v := by
    rw [rayleigh, overlap_product, hu, hv, mul_one, Complex.one_re, div_one]
    exact Complex.conj_eq_iff_re.mp (hermitian_swap hH _ _).symm
  exact ⟨(hR.trans ha).symm, (hR.trans hb).symm⟩
```

## Stationary energy

In the derivative lemma, `expand` is the second-order expansion. It is used for `A` in the numerator and for the identity matrix in the denominator, `key` differentiates such a quadratic at zero, and `fun_div` is the quotient rule.

```lean
/-- For Hermitian `A`, the first derivative of the Rayleigh quotient at a normalised state is twice
the real part of the overlap between the variation and the residual. -/
theorem rayleigh_hasDerivAt {A : Matrix ι ι ℂ} (hA : A.IsHermitian) {x : ι → ℂ}
    (hx : star x ⬝ᵥ x = 1) (d : ι → ℂ) :
    HasDerivAt (fun t : ℝ => rayleigh A (x + (t : ℂ) • d))
      (2 * (star d ⬝ᵥ residual A (rayleigh A x) x).re) 0 := by
  classical
  -- second-order expansion of a Hermitian form; the two linear terms merge
  have expand : ∀ B : Matrix ι ι ℂ, B.IsHermitian → ∀ t : ℝ,
      (star (x + (t : ℂ) • d) ⬝ᵥ B *ᵥ (x + (t : ℂ) • d)).re
        = (star x ⬝ᵥ B *ᵥ x).re + t * (2 * (star d ⬝ᵥ B *ᵥ x).re)
          + t ^ 2 * (star d ⬝ᵥ B *ᵥ d).re := by
    intro B hB t
    have hs : (star x ⬝ᵥ B *ᵥ d).re = (star d ⬝ᵥ B *ᵥ x).re := by
      rw [hermitian_swap hB x d, Complex.star_def, Complex.conj_re]
    simp only [star_add, star_smul, Matrix.mulVec_add, Matrix.mulVec_smul, add_dotProduct,
      dotProduct_add, smul_dotProduct, dotProduct_smul, smul_eq_mul, Complex.star_def,
      Complex.conj_ofReal, Complex.add_re, Complex.re_ofReal_mul, hs]
    ring
  have hN : ∀ t : ℝ, (star (x + (t : ℂ) • d) ⬝ᵥ (x + (t : ℂ) • d)).re
      = 1 + t * (2 * (star d ⬝ᵥ x).re) + t ^ 2 * (star d ⬝ᵥ d).re := by
    intro t
    have h := expand 1 Matrix.isHermitian_one t
    rwa [Matrix.one_mulVec, Matrix.one_mulVec, Matrix.one_mulVec, hx, Complex.one_re] at h
  have key : ∀ p q r : ℝ,
      HasDerivAt (fun t : ℝ => p + t * (2 * q) + t ^ 2 * r) (2 * q) 0 := by
    intro p q r
    have h := (((hasDerivAt_id' (0 : ℝ)).mul_const (2 * q)).const_add p).fun_add
      (((hasDerivAt_id' (0 : ℝ)).fun_pow 2).mul_const r)
    exact h.congr_deriv (by norm_num)
  have hd : (star d ⬝ᵥ residual A (rayleigh A x) x).re
      = (star d ⬝ᵥ A *ᵥ x).re - (star x ⬝ᵥ A *ᵥ x).re * (star d ⬝ᵥ x).re := by
    rw [residual, dotProduct_sub, dotProduct_smul, smul_eq_mul, Complex.sub_re,
      Complex.re_ofReal_mul, rayleigh, hx, Complex.one_re, div_one]
  have hf := (key (star x ⬝ᵥ A *ᵥ x).re (star d ⬝ᵥ A *ᵥ x).re (star d ⬝ᵥ A *ᵥ d).re).fun_div
    (key 1 (star d ⬝ᵥ x).re (star d ⬝ᵥ d).re) (by norm_num)
  simp only [rayleigh, expand A hA, hN] at hd ⊢
  rw [hd]
  refine hf.congr_deriv ?_
  simp only [zero_mul, add_zero, ne_eq, OfNat.ofNat_ne_zero, not_false_eq_true, zero_pow]
  ring
```

Varying one orbital moves the product state along a straight line, so the lemma applies with variation `orbitalProduct d v` or `orbitalProduct u d`. Uniqueness of the derivative then turns stationarity into a vanishing real part for every variation.

```lean
/-- **Variational form.** For Hermitian `H`, the energy of a product of normalised orbitals is
stationary under orbital variations exactly when the orbitals solve the Hartree equations with the
Rayleigh quotient as eigenvalue. -/
theorem stationary_iff_hartree {H : Matrix (m × n) (m × n) ℂ} (hH : H.IsHermitian)
    {u : m → ℂ} {v : n → ℂ} (hu : star u ⬝ᵥ u = 1) (hv : star v ⬝ᵥ v = 1) :
    IsStationary H u v ↔
      (meanFieldLeft H v *ᵥ u = (rayleigh H (orbitalProduct u v) : ℂ) • u ∧
       meanFieldRight H u *ᵥ v = (rayleigh H (orbitalProduct u v) : ℂ) • v) := by
  have hψ : star (orbitalProduct u v) ⬝ᵥ orbitalProduct u v = 1 := by
    rw [overlap_product, hu, hv, mul_one]
  -- varying one orbital moves the product state along a straight line
  have hL : ∀ d : m → ℂ, HasDerivAt
      (fun t : ℝ => rayleigh H (orbitalProduct (u + (t : ℂ) • d) v))
      (2 * (star d ⬝ᵥ residual (meanFieldLeft H v) (rayleigh H (orbitalProduct u v)) u).re)
      0 := by
    intro d
    have h := rayleigh_hasDerivAt hH hψ (orbitalProduct d v)
    rw [(projected_residual H _ hu hv d v).1] at h
    have e : ∀ t : ℂ, orbitalProduct (u + t • d) v
        = orbitalProduct u v + t • orbitalProduct d v := by
      intro t
      funext p
      simp only [orbitalProduct, Pi.add_apply, Pi.smul_apply, smul_eq_mul]
      ring
    simpa only [e] using h
  have hR : ∀ d : n → ℂ, HasDerivAt
      (fun t : ℝ => rayleigh H (orbitalProduct u (v + (t : ℂ) • d)))
      (2 * (star d ⬝ᵥ residual (meanFieldRight H u) (rayleigh H (orbitalProduct u v)) v).re)
      0 := by
    intro d
    have h := rayleigh_hasDerivAt hH hψ (orbitalProduct u d)
    rw [(projected_residual H _ hu hv u d).2] at h
    have e : ∀ t : ℂ, orbitalProduct u (v + t • d)
        = orbitalProduct u v + t • orbitalProduct u d := by
      intro t
      funext p
      simp only [orbitalProduct, Pi.add_apply, Pi.smul_apply, smul_eq_mul]
      ring
    simpa only [e] using h
  constructor
  · rintro ⟨h1, h2⟩
    refine ⟨sub_eq_zero.mp (eq_zero_of_re_overlap _ fun d => ?_),
      sub_eq_zero.mp (eq_zero_of_re_overlap _ fun d => ?_)⟩
    · have h := (hL d).unique (h1 d)
      rw [residual] at h
      linarith
    · have h := (hR d).unique (h2 d)
      rw [residual] at h
      linarith
  · rintro ⟨h1, h2⟩
    refine ⟨fun d => (hL d).congr_deriv ?_, fun d => (hR d).congr_deriv ?_⟩
    · rw [residual, h1, sub_self, dotProduct_zero, Complex.zero_re, mul_zero]
    · rw [residual, h2, sub_self, dotProduct_zero, Complex.zero_re, mul_zero]
```

The theorem characterises stationary points. It does not say that a solution is a minimum, or that a self-consistent iteration converges to one.

The same argument gives the equations for any finite number of distinguishable particles: each mean field is then $H$ contracted with all the other orbitals.

## A Hartree solution that is not an eigenstate

Orthogonality to single-orbital variations leaves room for a residual in which both particles change. The Hamiltonian that flips two qubits at once shows this.

```lean
/-- The two-qubit Hamiltonian that flips both qubits at once. -/
def pairFlip : Matrix (Fin 2 × Fin 2) (Fin 2 × Fin 2) ℂ :=
  Matrix.of fun p q => if p.1 ≠ q.1 ∧ p.2 ≠ q.2 then 1 else 0
```

It sends $|00\rangle$ to $|11\rangle$. Both mean fields vanish, since a single flip has zero expectation value in $|0\rangle$, so the Hartree equations hold with eigenvalue zero. The proof checks the entries and then compares the `(1, 1)` component, which is 1 on the left and 0 on the right for every `E`.

```lean
/-- For the Hermitian double-flip Hamiltonian, the product of two first basis states solves
both Hartree equations with eigenvalue zero but is not an eigenvector of the Hamiltonian. -/
theorem hartree_solution_not_eigenvector :
    pairFlip.IsHermitian ∧
    meanFieldLeft pairFlip ![1, 0] *ᵥ ![1, 0] = (0 : ℂ) • ![1, 0] ∧
    meanFieldRight pairFlip ![1, 0] *ᵥ ![1, 0] = (0 : ℂ) • ![1, 0] ∧
    ∀ E : ℂ, pairFlip *ᵥ orbitalProduct ![1, 0] ![1, 0]
      ≠ E • orbitalProduct ![1, 0] ![1, 0] := by
  refine ⟨Matrix.IsHermitian.ext ?_, ?_, ?_, ?_⟩
  · rintro ⟨a, b⟩ ⟨c, d⟩
    fin_cases a <;> fin_cases b <;> fin_cases c <;> fin_cases d <;> simp [pairFlip]
  · ext i
    fin_cases i <;>
      simp [meanFieldLeft, pairFlip, Matrix.mulVec, dotProduct, Fin.sum_univ_succ]
  · ext i
    fin_cases i <;>
      simp [meanFieldRight, pairFlip, Matrix.mulVec, dotProduct, Fin.sum_univ_succ]
  · intro E h
    -- the doubly flipped component is populated by the Hamiltonian only
    have h11 := congrFun h (1, 1)
    simp [pairFlip, orbitalProduct, Matrix.mulVec, dotProduct, Fintype.sum_prod_type,
      Fin.sum_univ_succ] at h11

end

end HartreeEquations
```

```lean
#print axioms HartreeEquations.residual_orthogonal_iff_hartree
#print axioms HartreeEquations.hartree_eigenvalues
#print axioms HartreeEquations.stationary_iff_hartree
#print axioms HartreeEquations.hartree_solution_not_eigenvector
```

```
'HartreeEquations.residual_orthogonal_iff_hartree' depends on axioms: [propext, Classical.choice, Quot.sound]
'HartreeEquations.hartree_eigenvalues' depends on axioms: [propext, Classical.choice, Quot.sound]
'HartreeEquations.stationary_iff_hartree' depends on axioms: [propext, Classical.choice, Quot.sound]
'HartreeEquations.hartree_solution_not_eigenvector' depends on axioms: [propext, Classical.choice, Quot.sound]
```
